# At positive temperature, the Weiss equation \(m=L(2Jm/kT)\) has a positive solution exactly when \(kT<2J/3\)

## A moment that is only a stopped iteration

A mean-field program can report a magnet where there is none. At the critical temperature of the classical model below, start the self-consistency loop from full alignment, \(m=1\), and stop when successive values differ by less than \(10^{-6}\). The loop ends near \(m=0.012\), although the only non-negative solution is \(m=0\). An exact existence criterion separates a small moment from slow convergence.

## One moment in the field of the others

A classical moment of fixed length makes an angle \(\theta\) with the mean magnetisation. Before Boltzmann weighting, all directions on the sphere count equally, so \(x=\cos\theta\) has a flat measure on \([-1,1]\). In a reduced field \(l\), meaning field energy divided by \(kT\), the Boltzmann weight is \(e^{lx}\).

The field comes from the other moments. Let \(J\) be the exchange coupling of one site summed over all its partners, with energy \(-\sum_{i\ne j}J_{ij}\,\mathbf e_i\cdot\mathbf e_j\) for unit vectors \(\mathbf e_i\). Each pair is counted twice, so the mean field gives \(l=2Jm/kT\), where \(m=\langle\cos\theta\rangle\).

In disordered-local-moment work, \(J\) is computed from the electronic structure. If all sites are equivalent and the order that sets in on cooling is ferromagnetic, it gives the Curie temperature \(kT=2J/3\) within this single-site mean-field model of rigid classical moments.

## What is stated

`meanCos l` is the ratio of the two Boltzmann integrals, and `langevin l` is \(L(l)=\coth l-1/l\), used for \(l\neq0\). `IsWeissMoment J kT m` says that \(m>0\) and that \(m\) equals `meanCos` at the field \(2Jm/kT\). The theorems say:

- `meanCos_eq_langevin`: the mean is \(L(l)\) for every \(l\ne0\).
- `langevin_pos_lt_min`: \(0<L(x)<\min(1,x/3)\) for \(x>0\).
- `exists_weissMoment_iff`: for \(kT>0\) and real \(J\), a positive solution exists if and only if \(kT<2J/3\).
- `existsUnique_weissMoment`: for \(0<kT<2J/3\) there is exactly one.

The coupling \(J\) is an input and may have either sign. For \(J\le0\) there is no uniform positive moment, but staggered antiferromagnetic order is not described by this equation. Nor do the statements compare free energies or include correlations between sites.

The hypothesis \(kT>0\) matters. With \(J=1\) and \(kT=-1\) the inequality \(kT<2J/3\) holds, but a positive \(m\) produces the negative field \(-2m\), whose mean is negative, so no positive solution exists.

## The derivation

**Closed form.** For \(l\neq0\), explicit antiderivatives give
\[
\int_{-1}^{1}e^{lx}dx=\frac{2\sinh l}{l},\qquad
\int_{-1}^{1}xe^{lx}dx=\Big[\Big(\frac xl-\frac1{l^2}\Big)e^{lx}\Big]_{-1}^{1}=\frac{2\cosh l}{l}-\frac{2\sinh l}{l^2}.
\]
Their ratio is \(L(l)\).

**Bounds.** From here on \(x>0\) denotes a field. Put \(N(x)=x\cosh x-\sinh x\), so that \(L(x)=N(x)/(x\sinh x)\). Each of the following functions vanishes at \(0\) and has a positive derivative for \(x>0\), so it is positive there:
\[
\begin{aligned}
\big(N-\tfrac{x^3}{3}\big)'&=x(\sinh x-x),\\
(x\sinh x-N)'&=\sinh x+x(\cosh x-\sinh x),\\
\big(\tfrac{x^2}{3}\sinh x-N\big)'&=\tfrac x3N.
\end{aligned}
\]
They give \(L>0\), \(L<1\) and \(L<x/3\) in turn. The first also gives \(3N\cosh x>x^3\cosh x>x^2\sinh x\), which is the lower bound \(L(x)>x/(3\cosh x)\).

**No moment at or above the threshold.** Let \(m>0\) be a solution. The mean is odd in the field and positive for positive field, so \(l=2Jm/kT>0\). Then \(m=L(l)<l/3=2Jm/(3kT)\), and hence \(kT<2J/3\).

**A moment below it.** Let \(a=2J/kT>3\). With \(x=am\) the equation becomes \(L(x)=x/a\). At \(z=\log(a/3)>0\) we have \(3\cosh z<3e^z=a\), so \(L(z)>z/(3\cosh z)>z/a\). At \(x=a\), \(L(a)<1=a/a\). Since \(z\le a/3-1<a\), continuity gives a root \(x\) between them, and \(m=x/a\).

**Only one.** Every solution satisfies \(L(x)/x=1/a\). Differentiation gives
\[
\Big(\frac{L}{x}\Big)'=\Big(\frac{N}{x^2\sinh x}\Big)'=-\frac{x\,D}{(x^2\sinh x)^2},\qquad D=x^2+x\sinh x\cosh x-2\sinh^2x.
\]
Here \(D(0)=D'(0)=0\) and \(D''=4N\sinh x>0\), so \(D>0\). The ratio decreases strictly and takes the value \(1/a\) once.

## Finding the moment in a program

Compute \(a=2J/kT\) first. If \(a\le3\), return \(m=0\). Otherwise bisect \(L(x)-x/a\) on \([\log(a/3),a]\) and return \(x/a\). For small \(x\), evaluate \(L\) by its series \(x/3-x^3/45+\dots\), because \(\coth x-1/x\) subtracts two large numbers. If the exchange code defines its couplings by the energy \(-\sum_{i<j}J_{ij}\,\mathbf e_i\cdot\mathbf e_j\), the factor 2 in \(a\) becomes 1.

## The Lean file

```lean
import Mathlib

open Real Set

namespace DisorderedLocalMoments

noncomputable section

/-- Thermal mean of `x = cos θ` for a classical moment of free orientation in the reduced
field `l`, with Boltzmann weight `exp (l x)` on `[-1, 1]`. -/
def meanCos (l : ℝ) : ℝ :=
  (∫ x in (-1 : ℝ)..1, x * exp (l * x)) / ∫ x in (-1 : ℝ)..1, exp (l * x)

/-- The Langevin function `coth l - 1 / l`, for `l ≠ 0`. -/
def langevin (l : ℝ) : ℝ := cosh l / sinh l - 1 / l

/-- `m` is a positive solution of the Weiss equation with coupling `J` at thermal energy
`kT ≠ 0`: the moment equals its thermal mean in the field `2 J m / kT`. -/
structure IsWeissMoment (J kT m : ℝ) : Prop where
  pos : 0 < m
  eq : m = meanCos (2 * J * m / kT)

/-- A function differentiable on all of `ℝ` that vanishes at zero and has positive derivative on the
positive axis is positive there. -/
theorem pos_of_deriv_pos {f f' : ℝ → ℝ} (hf : ∀ x, HasDerivAt f (f' x) x) (h0 : f 0 = 0)
    (hpos : ∀ x, 0 < x → 0 < f' x) {x : ℝ} (hx : 0 < x) : 0 < f x := by
  have hm : StrictMonoOn f (Ici 0) := by
    refine strictMonoOn_of_deriv_pos (convex_Ici 0)
      (fun y _ => (hf y).continuousAt.continuousWithinAt) ?_
    intro y hy
    rw [interior_Ici] at hy
    rw [(hf y).deriv]
    exact hpos y hy
  have h := hm (mem_Ici.2 le_rfl) (mem_Ici.2 hx.le) hx
  rwa [h0] at h

/-- The thermal mean of `cos θ` in a nonzero field is the Langevin function. -/
theorem meanCos_eq_langevin {l : ℝ} (hl : l ≠ 0) : meanCos l = langevin l := by
  have hi : l * l⁻¹ = 1 := mul_inv_cancel₀ hl
  have hs : sinh l ≠ 0 := mt Real.sinh_eq_zero.mp hl
  have hsi : sinh l * (sinh l)⁻¹ = 1 := mul_inv_cancel₀ hs
  -- the partition function
  have hZ : ∫ x in (-1 : ℝ)..1, exp (l * x) = 2 * sinh l / l := by
    have hd : ∀ x ∈ uIcc (-1 : ℝ) 1,
        HasDerivAt (fun y => exp (l * y) / l) (exp (l * x)) x := fun x _ =>
      ((((hasDerivAt_id' x).const_mul l).exp).div_const l).congr_deriv
        (by linear_combination exp (l * x) * hi)
    rw [intervalIntegral.integral_eq_sub_of_hasDerivAt hd
      (Continuous.intervalIntegrable (by fun_prop) _ _), Real.sinh_eq]
    simp only [mul_neg, mul_one]
    ring
  -- the first moment
  have hM : ∫ x in (-1 : ℝ)..1, x * exp (l * x) = 2 * cosh l / l - 2 * sinh l / l ^ 2 := by
    have hd : ∀ x ∈ uIcc (-1 : ℝ) 1,
        HasDerivAt (fun y => (y / l - 1 / l ^ 2) * exp (l * y)) (x * exp (l * x)) x :=
      fun x _ => ((((hasDerivAt_id' x).div_const l).sub_const (1 / l ^ 2)).fun_mul
        ((hasDerivAt_id' x).const_mul l).exp).congr_deriv
        (by linear_combination (x * exp (l * x) - l⁻¹ * exp (l * x)) * hi)
    rw [intervalIntegral.integral_eq_sub_of_hasDerivAt hd
      (Continuous.intervalIntegrable (by fun_prop) _ _), Real.sinh_eq, Real.cosh_eq]
    simp only [mul_neg, mul_one]
    ring
  rw [meanCos, hZ, hM, div_eq_iff (div_ne_zero (mul_ne_zero two_ne_zero hs) hl), langevin]
  linear_combination (-2 * cosh l / l) * hsi

/-- The Langevin function over a common denominator. -/
theorem langevin_eq_div {x : ℝ} (hx : 0 < x) :
    langevin x = (x * cosh x - sinh x) / (x * sinh x) := by
  rw [langevin, div_sub_div _ _ (Real.sinh_pos_iff.2 hx).ne' hx.ne']
  ring

/-- The numerator of the Langevin function exceeds `x ^ 3 / 3` for `x > 0`. -/
theorem cube_lt_numerator {x : ℝ} (hx : 0 < x) : x ^ 3 / 3 < x * cosh x - sinh x := by
  have hd : ∀ y : ℝ, HasDerivAt (fun y => y * cosh y - sinh y - y ^ 3 / 3)
      (y * (sinh y - y)) y := fun y =>
    ((((hasDerivAt_id' y).fun_mul (Real.hasDerivAt_cosh y)).fun_sub
      (Real.hasDerivAt_sinh y)).fun_sub ((hasDerivAt_pow 3 y).div_const 3)).congr_deriv
      (by push_cast; ring)
  have h := pos_of_deriv_pos hd (by simp)
    (fun y hy => mul_pos hy (sub_pos.2 (Real.self_lt_sinh_iff.2 hy))) hx
  linarith

/-- In a positive field the Langevin function is positive and lies below both the saturation
value `1` and the line `x / 3`. -/
theorem langevin_pos_lt_min {x : ℝ} (hx : 0 < x) :
    0 < langevin x ∧ langevin x < min 1 (x / 3) := by
  have hnum : ∀ y : ℝ, 0 < y → 0 < y * cosh y - sinh y := fun y hy =>
    lt_trans (by positivity) (cube_lt_numerator hy)
  have hden : 0 < x * sinh x := mul_pos hx (Real.sinh_pos_iff.2 hx)
  have hd1 : ∀ y : ℝ, HasDerivAt (fun y => sinh y + y * sinh y - y * cosh y)
      (sinh y + y * (cosh y - sinh y)) y := fun y =>
    (((Real.hasDerivAt_sinh y).fun_add
      ((hasDerivAt_id' y).fun_mul (Real.hasDerivAt_sinh y))).fun_sub
      ((hasDerivAt_id' y).fun_mul (Real.hasDerivAt_cosh y))).congr_deriv (by ring)
  have h1 := pos_of_deriv_pos hd1 (by simp) (fun y hy => add_pos (Real.sinh_pos_iff.2 hy)
    (mul_pos hy (sub_pos.2 (Real.sinh_lt_cosh y)))) hx
  have hd3 : ∀ y : ℝ, HasDerivAt (fun y => sinh y + y * y * sinh y / 3 - y * cosh y)
      (y / 3 * (y * cosh y - sinh y)) y := fun y =>
    (((Real.hasDerivAt_sinh y).fun_add ((((hasDerivAt_id' y).fun_mul
      (hasDerivAt_id' y)).fun_mul (Real.hasDerivAt_sinh y)).div_const 3)).fun_sub
      ((hasDerivAt_id' y).fun_mul (Real.hasDerivAt_cosh y))).congr_deriv (by ring)
  have h3 := pos_of_deriv_pos hd3 (by simp)
    (fun y hy => mul_pos (by positivity) (hnum y hy)) hx
  rw [langevin_eq_div hx]
  refine ⟨div_pos (hnum x hx) hden, lt_min ?_ ?_⟩
  · rw [div_lt_one hden]
    linarith
  · rw [div_lt_div_iff₀ hden three_pos]
    linarith

/-- In a positive field the Langevin function exceeds `x / (3 cosh x)`. -/
theorem lt_langevin {x : ℝ} (hx : 0 < x) : x / (3 * cosh x) < langevin x := by
  have hc : 0 < 3 * cosh x := mul_pos three_pos (Real.cosh_pos x)
  have h := cube_lt_numerator hx
  have h' : sinh x < x * cosh x := by
    have : 0 < x ^ 3 / 3 := by positivity
    linarith
  rw [langevin_eq_div hx, div_lt_div_iff₀ hc (mul_pos hx (Real.sinh_pos_iff.2 hx))]
  have a := mul_lt_mul_of_pos_right h hc
  have b := mul_lt_mul_of_pos_left h' (pow_pos hx 2)
  linarith

/-- On positive fields, the ratio of the Langevin function to the field decreases strictly. -/
theorem langevin_div_strictAntiOn : StrictAntiOn (fun x => langevin x / x) (Ioi 0) := by
  have hd1 : ∀ y : ℝ, HasDerivAt
      (fun y => 2 * y + y * (cosh y * cosh y + sinh y * sinh y) - 3 * (sinh y * cosh y))
      (4 * sinh y * (y * cosh y - sinh y)) y := fun y => by
    have c := Real.hasDerivAt_cosh y
    have s := Real.hasDerivAt_sinh y
    have i := hasDerivAt_id' y
    exact (((i.const_mul 2).fun_add (i.fun_mul ((c.fun_mul c).fun_add (s.fun_mul s)))).fun_sub
      ((s.fun_mul c).const_mul 3)).congr_deriv (by linear_combination (-2) * Real.cosh_sq y)
  have hd2 : ∀ y : ℝ, HasDerivAt
      (fun y => y * y + y * (sinh y * cosh y) - 2 * (sinh y * sinh y))
      (2 * y + y * (cosh y * cosh y + sinh y * sinh y) - 3 * (sinh y * cosh y)) y := fun y => by
    have c := Real.hasDerivAt_cosh y
    have s := Real.hasDerivAt_sinh y
    have i := hasDerivAt_id' y
    exact (((i.fun_mul i).fun_add (i.fun_mul (s.fun_mul c))).fun_sub
      ((s.fun_mul s).const_mul 2)).congr_deriv (by ring)
  have hP : ∀ y : ℝ, 0 < y → 0 < y * y + y * (sinh y * cosh y) - 2 * (sinh y * sinh y) :=
    fun y hy => pos_of_deriv_pos hd2 (by simp) (fun z hz => pos_of_deriv_pos hd1 (by simp)
      (fun w hw => mul_pos (mul_pos four_pos (Real.sinh_pos_iff.2 hw))
        (lt_trans (by positivity) (cube_lt_numerator hw))) hz) hy
  -- the derivative of the ratio is negative
  have hg : ∀ y : ℝ, 0 < y → HasDerivAt (fun y => (y * cosh y - sinh y) / (y * y * sinh y))
      (-(y * (y * y + y * (sinh y * cosh y) - 2 * (sinh y * sinh y)))
        / (y * y * sinh y) ^ 2) y := fun y hy => by
    have c := Real.hasDerivAt_cosh y
    have s := Real.hasDerivAt_sinh y
    have i := hasDerivAt_id' y
    refine (((i.fun_mul c).fun_sub s).fun_div ((i.fun_mul i).fun_mul s)
      (mul_pos (mul_pos hy hy) (Real.sinh_pos_iff.2 hy)).ne').congr_deriv ?_
    congr 1
    linear_combination (-y ^ 3) * Real.cosh_sq y
  have hanti : StrictAntiOn (fun y => (y * cosh y - sinh y) / (y * y * sinh y)) (Ioi 0) := by
    refine strictAntiOn_of_deriv_neg (convex_Ioi 0)
      (fun y hy => (hg y hy).continuousAt.continuousWithinAt) ?_
    intro y hy
    rw [interior_Ioi] at hy
    have hy' : 0 < y := hy
    rw [(hg y hy').deriv]
    exact div_neg_of_neg_of_pos (neg_neg_of_pos (mul_pos hy' (hP y hy')))
      (pow_pos (mul_pos (mul_pos hy' hy') (Real.sinh_pos_iff.2 hy')) 2)
  have key : ∀ y : ℝ, 0 < y →
      langevin y / y = (y * cosh y - sinh y) / (y * y * sinh y) := fun y hy => by
    rw [langevin_eq_div hy, div_div]
    congr 1
    ring
  intro a ha b hb hab
  change langevin b / b < langevin a / a
  rw [key a ha, key b hb]
  exact hanti ha hb hab

/-- The thermal mean of `cos θ` is positive exactly when the field is positive. -/
theorem meanCos_pos_iff {l : ℝ} : 0 < meanCos l ↔ 0 < l := by
  constructor
  · intro h
    by_contra hl
    rcases (not_lt.1 hl).lt_or_eq with h1 | h1
    · -- the Langevin function is odd
      have hodd : langevin (-l) = -langevin l := by
        simp only [langevin, Real.cosh_neg, Real.sinh_neg, div_neg]
        ring
      have h2 := (langevin_pos_lt_min (neg_pos.2 h1)).1
      rw [meanCos_eq_langevin h1.ne] at h
      linarith
    · simp [meanCos, h1] at h
  · intro h
    rw [meanCos_eq_langevin h.ne']
    exact (langevin_pos_lt_min h).1

/-- At positive temperature the Weiss equation has a positive solution if and only if
`kT < 2 J / 3`, for a coupling `J` of either sign. -/
theorem exists_weissMoment_iff {J kT : ℝ} (hT : 0 < kT) :
    (∃ m, IsWeissMoment J kT m) ↔ kT < 2 * J / 3 := by
  constructor
  · rintro ⟨m, hm⟩
    have hl := meanCos_pos_iff.1 (lt_of_lt_of_eq hm.pos hm.eq)
    have h : m < 2 * J * m / kT / 3 :=
      lt_of_eq_of_lt (hm.eq.trans (meanCos_eq_langevin hl.ne'))
        (lt_of_lt_of_le (langevin_pos_lt_min hl).2 (min_le_right _ _))
    rw [div_div, lt_div_iff₀ (by positivity)] at h
    by_contra hc
    have := mul_le_mul_of_nonneg_left (not_lt.1 hc) hm.pos.le
    linarith
  · intro h
    obtain ⟨a, ha⟩ : ∃ a, a = 2 * J / kT := ⟨_, rfl⟩
    have ha3 : 3 < a := by
      rw [ha, lt_div_iff₀ hT]
      linarith
    have ha0 : 0 < a := by linarith
    -- at the field `log (a / 3)` the Langevin curve lies above the line `x / a`
    obtain ⟨z, hz⟩ : ∃ z, z = Real.log (a / 3) := ⟨_, rfl⟩
    have hz0 : 0 < z := by
      rw [hz]
      exact Real.log_pos (by linarith)
    have hza : z ≤ a := by
      have := Real.log_le_sub_one_of_pos (show 0 < a / 3 by positivity)
      linarith
    have hc : 3 * cosh z < a := by
      have h1 := Real.cosh_add_sinh z
      have h2 : exp z = a / 3 := by rw [hz, Real.exp_log (by positivity)]
      have h3 := Real.sinh_pos_iff.2 hz0
      linarith
    have hlow : 0 ≤ langevin z - z / a := by
      have h1 := div_lt_div_of_pos_left hz0 (mul_pos three_pos (Real.cosh_pos z)) hc
      have h2 := lt_langevin hz0
      linarith
    -- at the field `a` saturation puts it below the line
    have hhigh : langevin a - a / a ≤ 0 := by
      have h1 := lt_of_lt_of_le (langevin_pos_lt_min ha0).2 (min_le_left _ _)
      rw [div_self ha0.ne']
      linarith
    have hcont : ContinuousOn (fun x => langevin x - x / a) (Icc z a) := by
      intro x hx
      have hx0 : 0 < x := lt_of_lt_of_le hz0 hx.1
      exact (((Real.continuous_cosh.continuousAt.div Real.continuous_sinh.continuousAt
        (Real.sinh_pos_iff.2 hx0).ne').sub (continuousAt_const.div continuousAt_id
        hx0.ne')).sub (continuousAt_id.div_const a)).continuousWithinAt
    obtain ⟨x, hx, hfx⟩ := intermediate_value_Icc' hza hcont ⟨hhigh, hlow⟩
    have hroot : langevin x - x / a = 0 := hfx
    have hx0 : 0 < x := lt_of_lt_of_le hz0 hx.1
    have e : 2 * J * (x / a) / kT = x := by
      calc 2 * J * (x / a) / kT = 2 * J / kT * (x / a) := by ring
        _ = x := by
          rw [← ha]
          field_simp
    refine ⟨x / a, div_pos hx0 ha0, ?_⟩
    rw [e, meanCos_eq_langevin hx0.ne']
    linarith

/-- For `0 < kT < 2 J / 3` the Weiss equation has exactly one positive solution. -/
theorem existsUnique_weissMoment {J kT : ℝ} (hT : 0 < kT) (h : kT < 2 * J / 3) :
    ∃! m, IsWeissMoment J kT m := by
  have hJ : 0 < J := by linarith
  have key : ∀ m, IsWeissMoment J kT m → 0 < 2 * J * m / kT ∧
      langevin (2 * J * m / kT) / (2 * J * m / kT) = kT / (2 * J) := by
    intro m hm
    have hm0 := hm.pos
    have hl : 0 < 2 * J * m / kT := by positivity
    refine ⟨hl, ?_⟩
    rw [← meanCos_eq_langevin hl.ne', ← hm.eq]
    field_simp
  obtain ⟨m, hm⟩ := (exists_weissMoment_iff hT).2 h
  refine ⟨m, hm, fun m' hm' => ?_⟩
  -- both fields give the same ratio, and the ratio is injective
  have hinj := langevin_div_strictAntiOn.injOn (key m' hm').1 (key m hm).1
    ((key m' hm').2.trans (key m hm).2.symm)
  have hmul : 2 * J / kT * m' = 2 * J / kT * m := by linear_combination hinj
  exact mul_left_cancel₀ (show 2 * J / kT ≠ 0 by positivity) hmul

end

end DisorderedLocalMoments
```

```lean
#print axioms DisorderedLocalMoments.existsUnique_weissMoment
```

```
'DisorderedLocalMoments.existsUnique_weissMoment' depends on axioms: [propext, Classical.choice, Quot.sound]
```

## How the proof follows the derivation

`pos_of_deriv_pos` is the principle behind the bounds: a positive derivative makes the function strictly increasing on \([0,\infty)\). In `meanCos_eq_langevin`, the antiderivatives enter through `integral_eq_sub_of_hasDerivAt`, and `linear_combination` checks the algebra.

`langevin_eq_div` writes \(L\) as \(N/(x\sinh x)\). `cube_lt_numerator` proves \(N>x^3/3\), which gives \(L>0\) and, in `lt_langevin`, the lower bound \(x/(3\cosh x)\). For the upper bounds \(1\) and \(x/3\), `langevin_pos_lt_min` applies `pos_of_deriv_pos` twice more and clears denominators. `meanCos_pos_iff` supplies the sign argument, using oddness for negative fields and the integral itself at zero field.

In `exists_weissMoment_iff`, the forward direction is the comparison with \(l/3\). The reverse direction builds the bracket from `hlow` and `hhigh` and applies `intermediate_value_Icc'`.

`langevin_div_strictAntiOn` applies the positivity principle twice, in `hP`, to pass from \(D''\) to \(D'\) to \(D\). In `existsUnique_weissMoment`, two solutions give the same ratio \(L(x)/x\), so injectivity makes their fields equal; cancelling \(2J/kT\) makes the moments equal.
